# Antiperiodicity of the fermionic Matsubara function from the KMS relation, for finite matrices

## Exponentials, averages and the time-ordered function

Let \(H\), \(A\) and \(B\) be complex square matrices whose rows and columns are labelled by a finite set `n` of many-body basis states. In a grand-canonical calculation \(H\) stands for the Hamiltonian minus \(\mu N\). Interactions are allowed, since nothing is assumed about the form of \(H\). A fermionic Fock space over finitely many orbitals fits this setting exactly, whereas a bosonic mode fits only after truncation.

```lean
import Mathlib

open Matrix
open scoped ComplexOrder

namespace MatsubaraKMS

noncomputable section

variable {n : Type*} [Fintype n] [DecidableEq n]
```

Everything is built from the exponential \(e^{sH}\) with complex \(s\). At \(s=-\beta\) it is the unnormalised Gibbs weight \(e^{-\beta H}\), where \(\beta\) is the inverse temperature.

```lean
/-- The exponential `exp(sH)` of a Hamiltonian matrix, for complex `s`. -/
def propagator (H : Matrix n n ℂ) (s : ℂ) : Matrix n n ℂ :=
  NormedSpace.exp (s • H)
```

An operator at imaginary time \(s\) is

\[
A(s)=e^{sH}A\,e^{-sH}.
\]

With \(\hbar=1\), real-time Heisenberg evolution corresponds to \(s=it\).

```lean
/-- The operator `A(s) = exp(sH) A exp(-sH)` at imaginary time `s`. -/
def evolve (H A : Matrix n n ℂ) (s : ℂ) : Matrix n n ℂ :=
  propagator H s * A * propagator H (-s)
```

For real \(\beta\), the partition function and the thermal average are

\[
Z=\operatorname{Tr}e^{-\beta H},\qquad \langle X\rangle=\frac{\operatorname{Tr}(e^{-\beta H}X)}{Z}.
\]

```lean
/-- The thermal average `Tr(exp(-βH) X) / Tr(exp(-βH))`, meant for a nonzero
partition function `Tr(exp(-βH))`. -/
def average (H : Matrix n n ℂ) (β : ℝ) (X : Matrix n n ℂ) : ℂ :=
  trace (propagator H (-β) * X) / trace (propagator H (-β))
```

The time-ordered function, for real \(\tau\), is

\[
G(\tau)=\begin{cases}-\langle A(\tau)B\rangle, & \tau>0,\\ -\zeta\,\langle B A(\tau)\rangle, & \tau\le 0.\end{cases}
\]

The exchange sign \(\zeta\) is \(-1\) for fermions and \(+1\) for bosons. It enters only through this definition: `green` accepts any complex \(\zeta\), and no commutation rule is imposed on \(A\) and \(B\). The value at \(\tau=0\) belongs to the lower branch.

```lean
/-- The time-ordered function `G(τ)` with exchange sign `ζ`: it is `-⟨A(τ) B⟩` for `τ > 0`
and `-ζ ⟨B A(τ)⟩` for `τ ≤ 0`, meant for a nonzero partition function. -/
def green (ζ : ℂ) (H A B : Matrix n n ℂ) (β τ : ℝ) : ℂ :=
  if 0 < τ then -average H β (evolve H A τ * B)
  else -(ζ * average H β (B * evolve H A τ))
```

## Composition of exponentials and the partition function

The matrices \(sH\) and \(tH\) commute, so their exponentials multiply as numbers do:

\[
e^{(s+t)H}=e^{sH}e^{tH}.
\]

The proof supplies this commutation to Mathlib's theorem on exponentials of sums.

```lean
/-- Exponentials of the same Hamiltonian compose by adding their imaginary times. -/
theorem propagator_add (H : Matrix n n ℂ) (s t : ℂ) :
    propagator H (s + t) = propagator H s * propagator H t := by
  unfold propagator
  rw [add_smul]
  exact Matrix.exp_add_of_commute _ _ (((Commute.refl H).smul_left s).smul_right t)
```

At \(s=0\) the exponential is the identity, so \(e^{-sH}\) is the inverse of \(e^{sH}\).

```lean
/-- The exponential at zero imaginary time is the identity. -/
theorem propagator_zero (H : Matrix n n ℂ) : propagator H 0 = 1 := by
  unfold propagator
  rw [zero_smul, NormedSpace.exp_zero]
```

Dividing by \(Z\) makes sense when \(H\) is Hermitian and there is at least one basis state. Put \(K=e^{-\beta H/2}\). Then \(K^\dagger=K\), and

\[
Z=\operatorname{Tr}(K^\dagger K)=\sum_{i,j}|K_{ij}|^2 .
\]

If \(Z\) vanished, \(K\) would be zero, which contradicts \(e^{\beta H/2}K=1\). In the code `hstar` is the Hermiticity of \(K\) and `hsq` is the factorisation.

```lean
/-- The partition function of a Hermitian Hamiltonian on a nonempty basis is nonzero. -/
theorem partition_ne_zero [Nonempty n] {H : Matrix n n ℂ} (hH : H.IsHermitian) (β : ℝ) :
    trace (propagator H (-β)) ≠ 0 := by
  intro h0
  -- the Gibbs weight is the square of a Hermitian matrix
  have hstar : (propagator H ((-β / 2 : ℝ) : ℂ))ᴴ = propagator H ((-β / 2 : ℝ) : ℂ) := by
    unfold propagator
    rw [← Matrix.exp_conjTranspose, Matrix.conjTranspose_smul, hH.eq, Complex.star_def,
      Complex.conj_ofReal]
  have hsq : propagator H (-β) =
      (propagator H ((-β / 2 : ℝ) : ℂ))ᴴ * propagator H ((-β / 2 : ℝ) : ℂ) := by
    rw [hstar, ← propagator_add]
    congr 1
    push_cast
    ring
  rw [hsq, Matrix.trace_conjTranspose_mul_self_eq_zero_iff] at h0
  -- an exponential is invertible, so it cannot vanish
  have h1 := propagator_add H (-((-β / 2 : ℝ) : ℂ)) ((-β / 2 : ℝ) : ℂ)
  rw [neg_add_cancel, propagator_zero, h0, mul_zero] at h1
  exact one_ne_zero h1
```

The remaining theorems do not assume that \(H\) is Hermitian. Where they involve averages, their physical reading needs \(Z\neq0\), because Lean assigns the value zero to a division by zero.

## Moving the Gibbs weight past an operator

Composition of exponentials gives

\[
\begin{aligned}
A(\tau-\beta)\,e^{-\beta H}
&=e^{(\tau-\beta)H}A\,e^{-(\tau-\beta)H}e^{-\beta H}\\
&=e^{-\beta H}e^{\tau H}A\,e^{-\tau H}
=e^{-\beta H}A(\tau).
\end{aligned}
\]

The facts `h1` and `h2` combine the exponentials to the right of \(A\) and split the one to its left.

```lean
/-- Moving the Gibbs weight from the right of an operator to its left
shifts the imaginary time from `τ - β` to `τ`. -/
theorem evolve_mul_gibbs (H A : Matrix n n ℂ) (β τ : ℂ) :
    evolve H A (τ - β) * propagator H (-β) = propagator H (-β) * evolve H A τ := by
  have h1 : propagator H (-(τ - β)) * propagator H (-β) = propagator H (-τ) := by
    rw [← propagator_add]
    congr 1
    ring
  have h2 : propagator H (τ - β) = propagator H (-β) * propagator H τ := by
    rw [← propagator_add]
    congr 1
    ring
  unfold evolve
  rw [mul_assoc, h1, h2]
  simp only [mul_assoc]
```

Cyclicity of the trace now yields the Kubo-Martin-Schwinger (KMS) relation:

\[
\begin{aligned}
\operatorname{Tr}\bigl(e^{-\beta H}B\,A(\tau-\beta)\bigr)
&=\operatorname{Tr}\bigl(A(\tau-\beta)\,e^{-\beta H}B\bigr)\\
&=\operatorname{Tr}\bigl(e^{-\beta H}A(\tau)B\bigr).
\end{aligned}
\]

Here \(\beta\) and \(\tau\) may be complex. For infinite systems the KMS condition is a requirement on states that includes analyticity in a strip of complex times; for finite matrices it takes the form of this trace identity.

```lean
/-- The Kubo-Martin-Schwinger relation
`Tr(exp(-βH) B A(τ-β)) = Tr(exp(-βH) A(τ) B)`, for complex `β` and `τ`. -/
theorem kms (H A B : Matrix n n ℂ) (β τ : ℂ) :
    trace (propagator H (-β) * (B * evolve H A (τ - β))) =
      trace (propagator H (-β) * (evolve H A τ * B)) := by
  -- cyclicity brings the evolved operator to the front
  rw [← mul_assoc, Matrix.trace_mul_comm, ← mul_assoc, evolve_mul_gibbs, mul_assoc]
```

## The shift by β in the time-ordered function

Let \(0<\tau\le\beta\). Then \(\tau-\beta\le0\), so the lower branch applies on the left and the upper branch on the right:

\[
G(\tau-\beta)=-\zeta\,\langle B A(\tau-\beta)\rangle=-\zeta\,\langle A(\tau)B\rangle=\zeta\,G(\tau).
\]

The proof selects the branches with `if_neg` and `if_pos`, then rewrites the numerator with `kms`.

```lean
/-- The time-ordered function with exchange sign `ζ` obeys `G(τ-β) = ζ G(τ)`
for `0 < τ ≤ β`. -/
theorem green_sub_beta (ζ : ℂ) (H A B : Matrix n n ℂ) {β τ : ℝ} (h0 : 0 < τ) (h1 : τ ≤ β) :
    green ζ H A B β (τ - β) = ζ * green ζ H A B β τ := by
  have hneg : ¬ 0 < τ - β := by linarith
  unfold green average
  rw [if_neg hneg, if_pos h0, Complex.ofReal_sub, kms]
  ring
```

The endpoint \(\tau=\beta\) is included because \(G(0)\) is taken from the lower branch. Had the definition used the upper branch at \(\tau=0\), the relation would hold for \(0\le\tau<\beta\), and at \(\tau=\beta\) one would find

\[
G(0)-\zeta\,G(\beta)=-\langle AB-\zeta BA\rangle .
\]

For a fermionic annihilation operator and its adjoint this difference is \(-1\), so the endpoint would have to be left out.

Setting \(\zeta=-1\) gives antiperiodicity, \(G(\tau-\beta)=-G(\tau)\). For a finite basis, this is the property that leaves only odd multiples of \(\pi/\beta\) in the Fourier series of \(G\) on \((-\beta,\beta]\), the fermionic Matsubara frequencies.

```lean
/-- The fermionic time-ordered function is antiperiodic: `G(τ-β) = -G(τ)` for `0 < τ ≤ β`. -/
theorem fermionic_antiperiodic (H A B : Matrix n n ℂ) {β τ : ℝ} (h0 : 0 < τ) (h1 : τ ≤ β) :
    green (-1) H A B β (τ - β) = -green (-1) H A B β τ := by
  rw [green_sub_beta (-1) H A B h0 h1, neg_one_mul]
```

Taking \(\tau=\beta>0\) in the KMS relation and using \(A(0)=A\) gives

\[
G(\beta)=-\langle A(\beta)B\rangle=-\langle BA\rangle .
\]

With \(A=c_p\) and \(B=c_q^\dagger\) in a finite orbital basis, \(-G(\beta)\) is the one-particle density matrix element \(\langle c_q^\dagger c_p\rangle\), and \(p=q\) gives an occupation.

```lean
/-- At the end of the imaginary-time interval the time-ordered function is the
equal-time average `G(β) = -⟨B A⟩`, for either exchange sign. -/
theorem green_at_beta (ζ : ℂ) (H A B : Matrix n n ℂ) {β : ℝ} (hβ : 0 < β) :
    green ζ H A B β β = -average H β (B * A) := by
  have h := kms H A B β β
  have hA : evolve H A ((β : ℂ) - β) = A := by
    unfold evolve
    rw [sub_self, neg_zero, propagator_zero, one_mul, mul_one]
  rw [hA] at h
  unfold green average
  rw [if_pos hβ, h]
```

## The Gibbs weight recovered from the KMS relation

Fix complex \(\beta\) and \(\tau\), and let a matrix \(\rho\) replace \(e^{-\beta H}\) in the KMS relation. Suppose that the relation holds for all matrices \(A\) and \(B\). By cyclicity,

\[
\operatorname{Tr}(BD)=0\quad\text{for all }B,\qquad D=A(\tau-\beta)\rho-\rho A(\tau).
\]

Choosing \(B=D^\dagger\) gives \(\operatorname{Tr}(D^\dagger D)=0\), hence \(D=0\). This is `hop`.

For any matrix \(C\), take \(A=e^{-\tau H}C\,e^{\tau H}\). Then \(A(\tau)=C\) and \(A(\tau-\beta)=e^{-\beta H}C\,e^{\beta H}\), which are `hτ` and `hE`. The equation \(D=0\) becomes

\[
e^{-\beta H}C\,e^{\beta H}\rho=\rho\,C .
\]

Multiplying by \(e^{\beta H}\) from the left shows that \(X=e^{\beta H}\rho\) satisfies \(CX=XC\), which is `hcomm`. Commuting with every matrix unit forces \(X=c\,1\) for some complex number \(c\), so

\[
\rho=c\,e^{-\beta H}.
\]

Conversely, every such multiple satisfies the relation, by linearity of the trace and `kms`.

The theorem does not require \(\rho\) to be Hermitian, positive or normalised, and \(c=0\) is allowed. If \(\rho\) has unit trace, then \(c=1/Z\), and \(\rho\) is the normalised Gibbs matrix.

```lean
/-- A matrix `ρ` satisfies the Kubo-Martin-Schwinger relation at one fixed `τ`, for all
operators `A` and `B`, exactly when it is a multiple of the Gibbs weight `exp(-βH)`. -/
theorem kms_iff_gibbs (H ρ : Matrix n n ℂ) (β τ : ℂ) :
    (∀ A B : Matrix n n ℂ,
      trace (ρ * (B * evolve H A (τ - β))) = trace (ρ * (evolve H A τ * B))) ↔
      ∃ c : ℂ, ρ = c • propagator H (-β) := by
  constructor
  · intro h
    -- the trace pairing is nondegenerate, so the relation holds for operators
    have hop : ∀ A, evolve H A (τ - β) * ρ = ρ * evolve H A τ := by
      intro A
      have hB : ∀ B, trace (B * (evolve H A (τ - β) * ρ - ρ * evolve H A τ)) = 0 := by
        intro B
        have e1 : trace (B * (evolve H A (τ - β) * ρ)) =
            trace (ρ * (B * evolve H A (τ - β))) := by
          rw [← mul_assoc, Matrix.trace_mul_comm]
        have e2 : trace (B * (ρ * evolve H A τ)) = trace (ρ * (evolve H A τ * B)) := by
          rw [Matrix.trace_mul_comm, mul_assoc]
        rw [mul_sub, Matrix.trace_sub, e1, e2, h A B, sub_self]
      exact sub_eq_zero.mp (Matrix.trace_conjTranspose_mul_self_eq_zero_iff.mp (hB _))
    have hinv : ∀ s, propagator H s * propagator H (-s) = 1 := by
      intro s
      rw [← propagator_add, add_neg_cancel, propagator_zero]
    have hinv' : ∀ s, propagator H (-s) * propagator H s = 1 := by
      intro s
      rw [← propagator_add, neg_add_cancel, propagator_zero]
    -- exp(βH) ρ commutes with every operator
    have hcomm : ∀ C, C * (propagator H β * ρ) = propagator H β * ρ * C := by
      intro C
      have hτ : evolve H (propagator H (-τ) * C * propagator H τ) τ = C := by
        unfold evolve
        calc _ = (propagator H τ * propagator H (-τ)) * C *
              (propagator H τ * propagator H (-τ)) := by simp only [mul_assoc]
          _ = C := by rw [hinv, one_mul, mul_one]
      have hs := evolve_mul_gibbs H (propagator H (-τ) * C * propagator H τ) β τ
      rw [hτ] at hs
      have hC := hop (propagator H (-τ) * C * propagator H τ)
      rw [hτ] at hC
      have hE : evolve H (propagator H (-τ) * C * propagator H τ) (τ - β) =
          propagator H (-β) * C * propagator H β := by
        rw [← hs, mul_assoc (evolve H (propagator H (-τ) * C * propagator H τ) (τ - β))
          (propagator H (-β)) (propagator H β), hinv', mul_one]
      rw [hE] at hC
      calc C * (propagator H β * ρ)
          = (propagator H β * propagator H (-β)) * C * (propagator H β * ρ) := by
            rw [hinv, one_mul]
        _ = propagator H β * (propagator H (-β) * C * propagator H β * ρ) := by
            simp only [mul_assoc]
        _ = propagator H β * ρ * C := by rw [hC, mul_assoc]
    -- hence it is a scalar matrix
    obtain ⟨c, hc⟩ := Matrix.mem_range_scalar_iff_commute_single'.mpr
      (fun i j => hcomm (Matrix.single i j 1))
    have hX : propagator H β * ρ = c • (1 : Matrix n n ℂ) := by
      rw [← hc, Matrix.smul_one_eq_diagonal]
      rfl
    refine ⟨c, ?_⟩
    calc ρ = propagator H (-β) * (propagator H β * ρ) := by
          rw [← mul_assoc, hinv', one_mul]
      _ = c • propagator H (-β) := by rw [hX, Matrix.mul_smul, mul_one]
  · rintro ⟨c, rfl⟩ A B
    rw [Matrix.smul_mul, Matrix.smul_mul, Matrix.trace_smul, Matrix.trace_smul, kms]

end

end MatsubaraKMS
```

```lean
#print axioms MatsubaraKMS.partition_ne_zero
#print axioms MatsubaraKMS.fermionic_antiperiodic
#print axioms MatsubaraKMS.green_at_beta
#print axioms MatsubaraKMS.kms_iff_gibbs
```

```
'MatsubaraKMS.partition_ne_zero' depends on axioms: [propext, Classical.choice, Quot.sound]
'MatsubaraKMS.fermionic_antiperiodic' depends on axioms: [propext, Classical.choice, Quot.sound]
'MatsubaraKMS.green_at_beta' depends on axioms: [propext, Classical.choice, Quot.sound]
'MatsubaraKMS.kms_iff_gibbs' depends on axioms: [propext, Classical.choice, Quot.sound]
```
